# The CROP three-vector property for minimal residuals of a symmetric positive definite linear operator

## Can the next minimal residual forget the older ones?

Let $A$ be real symmetric positive definite, and let $r_k$ be the shortest vector $p(A)r_0$ with $\deg p\le k$ and $p(0)=1$. At the third step, if $r_2\neq0$, I can write
$$r_3=r_2+\gamma Ar_2+a(r_1-r_2)+sAr_0 .$$
Minimality makes $r_1,r_2,r_3$ orthogonal to $Ar_0$. Symmetry gives $\langle Ar_2,Ar_0\rangle=\langle r_2,A(Ar_0)\rangle=0$, again by minimality. So $sAr_0$ is orthogonal to itself and vanishes.

I believe that this happens at every step: $r_{k+2}$ is a combination of $r_k$, $r_{k+1}$ and $r_{k+1}-Ar_{k+1}$ with coefficients summing to one. Can this be made rigorous and machine-checked?

## Orthogonality removes the older directions

Yes. Let $K_k$ be the span of $A^jr_0$ for $j<k$, with $K_0=\{0\}$. Writing $p(t)=1+tq(t)$ shows that the trial residuals of step $k$ are exactly the vectors $r_0+Au$ with $u\in K_k$. Write $r_k=r_0+Au_k$.

For $w\in K_k$, the vector $r_k+tAw$ is also a trial residual, so
$$0\le 2t\langle r_k,Aw\rangle+t^2\|Aw\|^2\quad\text{for all real }t.$$
This forces $r_k\perp AK_k$.

If $r_{k+1}=0$, then $r_{k+2}=A(u_{k+2}-u_{k+1})$ lies in $AK_{k+2}$. It is therefore orthogonal to itself and zero, and the coefficients $(0,1,0)$ work.

Now let $r_{k+1}\ne0$.

1. The vector $r_{k+1}$ lies in $K_{k+2}$ but not in $K_{k+1}$; otherwise $\langle r_{k+1},Ar_{k+1}\rangle=0$, against positivity. Since $K_{k+2}$ adds only one direction to $K_{k+1}$, some $\gamma$ gives $u_{k+2}-\gamma r_{k+1}\in K_{k+1}$.
2. The difference $d=u_k-u_{k+1}$ lies in $K_{k+1}$ but not in $K_k$. Otherwise $Ad=r_k-r_{k+1}$ would be orthogonal to itself, giving $r_{k+1}=r_k\in K_{k+1}$, a contradiction.
3. Hence some $a$ puts $v=u_{k+2}-\gamma r_{k+1}-u_{k+1}-ad$ in $K_k$, and
$$Av=r_{k+2}-r_{k+1}-\gamma Ar_{k+1}-a(r_k-r_{k+1}).$$
4. All three residuals are orthogonal to $Av$. So is $Ar_{k+1}$, because $\langle Ar_{k+1},Av\rangle=\langle r_{k+1},A(Av)\rangle$ and $Av\in K_{k+1}$. Thus $Av=0$.

Rearranging gives
$$r_{k+2}=a\,r_k+(1-a+\gamma)\,r_{k+1}-\gamma\,(r_{k+1}-Ar_{k+1}),$$
whose coefficients sum to one.

In Lean, `E` is a real inner product space of any dimension and `A` is a linear map defined on all of it; real matrices are the standard case. `IsTrialResidual` encodes the polynomial condition, and `IsMinimalResidual` adds least norm. In `crop_three_vector`, `hA` is symmetry and `hpos` is positivity, as for the Hessian at a nondegenerate energy minimum. The hypothesis `hr` says that every `r k` is minimal. Such a sequence exists and is unique by `existsUnique_isMinimalResidual`. The index `k` starts at zero, so the first relation concerns $r_2$.

The theorem gives existence of the coefficients, without formulas for them. It concerns linear problems with symmetric positive definite $A$ in exact arithmetic, not nonlinear amplitude equations or rounding. In that setting it bears on CROP (conjugate residual with optimal trial vectors), a method used in electronic structure. For $Ax=b$ with residual $r=b-Ax$, the plain step from $x$ to $x+r$ turns the residual into $r-Ar$. The third vector is thus the residual after a plain step from the latest iterate, and the minimal residual of step $k+2$ is already an affine combination of this vector and the last two minimal residuals.

```lean
import Mathlib

open Polynomial
open scoped InnerProductSpace

namespace CropThreeVector

variable {E : Type*} [NormedAddCommGroup E] [InnerProductSpace ℝ E]

/-- A trial residual of step `k`: a vector `p(A) r₀` with `deg p ≤ k` and `p(0) = 1`. -/
def IsTrialResidual (A : Module.End ℝ E) (r₀ : E) (k : ℕ) (r : E) : Prop :=
  ∃ p : ℝ[X], p.natDegree ≤ k ∧ p.eval 0 = 1 ∧ r = aeval A p r₀

/-- A minimal residual of step `k`: a trial residual of least norm. -/
def IsMinimalResidual (A : Module.End ℝ E) (r₀ : E) (k : ℕ) (r : E) : Prop :=
  IsTrialResidual A r₀ k r ∧ ∀ x, IsTrialResidual A r₀ k x → ‖r‖ ≤ ‖x‖

/-- The Krylov space spanned by `r₀, A r₀, …, A^(k-1) r₀`. -/
def krylov (A : Module.End ℝ E) (r₀ : E) (k : ℕ) : Submodule ℝ E :=
  Submodule.span ℝ ((fun j : ℕ => (A ^ j) r₀) '' Set.Iio k)

variable {A : Module.End ℝ E} {r₀ : E}

/-- The vectors of the next Krylov space are exactly the sums of a multiple of `A^k r₀` and a vector
of the current one. -/
theorem mem_krylov_succ {k : ℕ} {x : E} :
    x ∈ krylov A r₀ (k + 1) ↔ ∃ a : ℝ, ∃ z ∈ krylov A r₀ k, x = a • (A ^ k) r₀ + z := by
  have h : Set.Iio (k + 1) = insert k (Set.Iio k) := by
    ext j
    simp only [Set.mem_Iio, Set.mem_insert_iff]
    omega
  have e : krylov A r₀ (k + 1) = Submodule.span ℝ
      (insert ((A ^ k) r₀) ((fun j : ℕ => (A ^ j) r₀) '' Set.Iio k)) := by
    unfold krylov
    rw [h, Set.image_insert_eq]
  rw [e]
  exact Submodule.mem_span_insert

/-- The Krylov spaces are nested. -/
theorem krylov_mono {k l : ℕ} (h : k ≤ l) : krylov A r₀ k ≤ krylov A r₀ l :=
  Submodule.span_mono (Set.image_mono (Set.Iio_subset_Iio h))

/-- Applying `A` moves a Krylov vector at most one space up. -/
theorem map_mem_krylov {k : ℕ} {u : E} (hu : u ∈ krylov A r₀ k) :
    A u ∈ krylov A r₀ (k + 1) := by
  have h : krylov A r₀ k ≤ (krylov A r₀ (k + 1)).comap A := by
    refine Submodule.span_le.2 ?_
    rintro _ ⟨j, hj, rfl⟩
    change A ((A ^ j) r₀) ∈ krylov A r₀ (k + 1)
    refine Submodule.subset_span ⟨j + 1, Nat.succ_lt_succ hj, ?_⟩
    change (A ^ (j + 1)) r₀ = A ((A ^ j) r₀)
    rw [pow_succ']
    rfl
  exact h hu

/-- Any vector `x` that is new in a Krylov space can serve as its new direction: every `v` in
that space is a multiple of `x` up to a vector of the previous space. -/
theorem krylov_exchange {k : ℕ} {x v : E} (hx : x ∈ krylov A r₀ (k + 1))
    (hx' : x ∉ krylov A r₀ k) (hv : v ∈ krylov A r₀ (k + 1)) :
    ∃ c : ℝ, v - c • x ∈ krylov A r₀ k := by
  obtain ⟨s, z, hz, rfl⟩ := mem_krylov_succ.1 hx
  obtain ⟨t, y, hy, rfl⟩ := mem_krylov_succ.1 hv
  have hs : s ≠ 0 := by
    rintro rfl
    exact hx' (by simpa using hz)
  refine ⟨t / s, ?_⟩
  have e : t • (A ^ k) r₀ + y - (t / s) • (s • (A ^ k) r₀ + z) = y - (t / s) • z := by
    rw [smul_add, smul_smul, div_mul_cancel₀ t hs]
    abel
  rw [e]
  exact Submodule.sub_mem _ hy (Submodule.smul_mem _ _ hz)

/-- The trial residuals of step `k` are the vectors `r₀ + A u` with `u` in the Krylov space. -/
theorem isTrialResidual_iff {k : ℕ} {r : E} :
    IsTrialResidual A r₀ k r ↔ ∃ u ∈ krylov A r₀ k, r = r₀ + A u := by
  constructor
  · rintro ⟨p, hp, h0, rfl⟩
    rw [← coeff_zero_eq_eval_zero] at h0
    refine ⟨∑ i ∈ Finset.range k, p.coeff (i + 1) • (A ^ i) r₀, ?_, ?_⟩
    · exact Submodule.sum_mem _ fun i hi => Submodule.smul_mem _ _
        (Submodule.subset_span ⟨i, Finset.mem_range.1 hi, rfl⟩)
    · rw [aeval_eq_sum_range' (Nat.lt_succ_of_le hp), Finset.sum_range_succ']
      simp only [LinearMap.add_apply, LinearMap.sum_apply, LinearMap.smul_apply, map_sum,
        map_smul, pow_succ', Module.End.mul_apply, pow_zero, Module.End.one_apply, h0, one_smul]
      exact add_comm _ _
  · rintro ⟨u, hu, rfl⟩
    -- build the polynomial one power at a time
    induction k generalizing u with
    | zero =>
      have h : u = 0 := by simpa [krylov] using hu
      exact ⟨1, by simp, by simp, by simp [h]⟩
    | succ k ih =>
      obtain ⟨a, z, hz, rfl⟩ := mem_krylov_succ.1 hu
      obtain ⟨p, hp, h0, e⟩ := ih z hz
      refine ⟨p + C a * X ^ (k + 1), ?_, by simp [h0], ?_⟩
      · exact natDegree_add_le_of_degree_le (hp.trans (Nat.le_succ k))
          (natDegree_C_mul_X_pow_le a (k + 1))
      · have e' : aeval A (C a * X ^ (k + 1)) r₀ = a • A ((A ^ k) r₀) := by
          rw [← smul_eq_C_mul, map_smul, map_pow, aeval_X, pow_succ']
          rfl
        have e'' : aeval A (p + C a * X ^ (k + 1)) r₀ =
            aeval A p r₀ + aeval A (C a * X ^ (k + 1)) r₀ := by
          rw [map_add (aeval A)]
          rfl
        rw [e'', ← e, e', map_add, map_smul]
        abel

/-- A trial residual of step `k` lies in the Krylov space with index `k + 1`. -/
theorem IsTrialResidual.mem_krylov {k : ℕ} {r : E} (h : IsTrialResidual A r₀ k r) :
    r ∈ krylov A r₀ (k + 1) := by
  obtain ⟨u, hu, rfl⟩ := isTrialResidual_iff.1 h
  exact Submodule.add_mem _ (Submodule.subset_span ⟨0, Nat.succ_pos k, by simp⟩)
    (map_mem_krylov hu)

/-- A trial residual is minimal exactly when it is orthogonal to the image under `A` of the
Krylov space. -/
theorem isMinimalResidual_iff {k : ℕ} {r : E} :
    IsMinimalResidual A r₀ k r ↔
      (∃ u ∈ krylov A r₀ k, r = r₀ + A u) ∧ ∀ w ∈ krylov A r₀ k, ⟪r, A w⟫_ℝ = 0 := by
  unfold IsMinimalResidual
  rw [isTrialResidual_iff]
  refine and_congr_right ?_
  rintro ⟨u, hu, e⟩
  constructor
  · intro hmin w hw
    -- compare with the shifted residual `r + t A w` for a well-chosen `t`
    obtain ⟨t, ht⟩ : ∃ t : ℝ, ⟪r, A w⟫_ℝ = -t * (‖A w‖ ^ 2 + 1) := by
      have hc : ‖A w‖ ^ 2 + 1 ≠ 0 := by positivity
      exact ⟨-⟪r, A w⟫_ℝ / (‖A w‖ ^ 2 + 1), by field_simp⟩
    have h1 : ‖r‖ ≤ ‖r + t • A w‖ := by
      refine hmin _ (isTrialResidual_iff.2
        ⟨u + t • w, Submodule.add_mem _ hu (Submodule.smul_mem _ _ hw), ?_⟩)
      rw [e, map_add, map_smul, add_assoc]
    have h2 := pow_le_pow_left₀ (norm_nonneg r) h1 2
    rw [norm_add_sq_real, inner_smul_right, norm_smul, mul_pow, Real.norm_eq_abs, sq_abs,
      ht] at h2
    have h3 : t ^ 2 = 0 := by
      nlinarith [sq_nonneg t, mul_nonneg (sq_nonneg t) (sq_nonneg ‖A w‖)]
    have h4 : t = 0 := by simpa using h3
    rw [ht, h4]
    ring
  · intro ho x hx
    obtain ⟨v, hv, ex⟩ := isTrialResidual_iff.1 hx
    have h1 : x = r + A (v - u) := by
      rw [ex, e, map_sub]
      abel
    have h2 := norm_add_sq_real r (A (v - u))
    rw [ho _ (Submodule.sub_mem _ hv hu), ← h1] at h2
    nlinarith [norm_nonneg r, norm_nonneg x, sq_nonneg ‖A (v - u)‖]

/-- At every step there is exactly one minimal residual. -/
theorem existsUnique_isMinimalResidual (A : Module.End ℝ E) (r₀ : E) (k : ℕ) :
    ∃! r, IsMinimalResidual A r₀ k r := by
  have : FiniteDimensional ℝ (krylov A r₀ k) :=
    FiniteDimensional.span_of_finite ℝ ((Set.finite_Iio k).image _)
  have : CompleteSpace ((krylov A r₀ k).map A) := FiniteDimensional.complete ℝ _
  obtain ⟨w, ⟨u, hu, rfl⟩, ho⟩ :=
    Submodule.HasOrthogonalProjection.exists_orthogonal (K := (krylov A r₀ k).map A) r₀
  rw [Submodule.mem_orthogonal'] at ho
  refine ⟨r₀ - A u, isMinimalResidual_iff.2 ⟨⟨-u, Submodule.neg_mem _ hu, ?_⟩,
    fun w hw => ho _ (Submodule.mem_map_of_mem hw)⟩, ?_⟩
  · rw [map_neg, sub_eq_add_neg]
  · intro y hy
    obtain ⟨⟨v, hv, e⟩, hy'⟩ := isMinimalResidual_iff.1 hy
    have hm : v + u ∈ krylov A r₀ k := Submodule.add_mem _ hv hu
    have e' : y - (r₀ - A u) = A (v + u) := by
      rw [e, map_add]
      abel
    have h : ⟪y - (r₀ - A u), A (v + u)⟫_ℝ = 0 := by
      rw [inner_sub_left, hy' _ hm, ho _ (Submodule.mem_map_of_mem hm), sub_zero]
    rw [← e'] at h
    exact sub_eq_zero.1 (inner_self_eq_zero.1 h)

/-- A minimal residual is orthogonal to `A` times any minimal residual of an earlier step. -/
theorem minimalResidual_conjugate {i j : ℕ} (hij : i < j) {r r' : E}
    (hr : IsMinimalResidual A r₀ i r) (hr' : IsMinimalResidual A r₀ j r') :
    ⟪r', A r⟫_ℝ = 0 :=
  (isMinimalResidual_iff.1 hr').2 r (krylov_mono hij hr.1.mem_krylov)

/-- CROP three-vector property: for symmetric positive definite `A`, each minimal residual from
the second step on is a combination, with coefficients summing to one, of the two previous
residuals `r k`, `r (k+1)` and the vector `r (k+1) - A r (k+1)`. -/
theorem crop_three_vector (hA : LinearMap.IsSymmetric A)
    (hpos : ∀ x : E, x ≠ 0 → 0 < ⟪x, A x⟫_ℝ) (r : ℕ → E)
    (hr : ∀ k, IsMinimalResidual A r₀ k (r k)) (k : ℕ) :
    ∃ a b c : ℝ, a + b + c = 1 ∧
      r (k + 2) = a • r k + b • r (k + 1) + c • (r (k + 1) - A (r (k + 1))) := by
  obtain ⟨⟨u0, hu0, e0⟩, o0⟩ := isMinimalResidual_iff.1 (hr k)
  obtain ⟨⟨u1, hu1, e1⟩, o1⟩ := isMinimalResidual_iff.1 (hr (k + 1))
  obtain ⟨⟨u2, hu2, e2⟩, o2⟩ := isMinimalResidual_iff.1 (hr (k + 2))
  have m01 : krylov A r₀ k ≤ krylov A r₀ (k + 1) := krylov_mono (by omega)
  have m12 : krylov A r₀ (k + 1) ≤ krylov A r₀ (k + 2) := krylov_mono (by omega)
  have a0 : A u0 = r k - r₀ := by rw [e0]; abel
  have a1 : A u1 = r (k + 1) - r₀ := by rw [e1]; abel
  have a2 : A u2 = r (k + 2) - r₀ := by rw [e2]; abel
  by_cases hz : r (k + 1) = 0
  · -- once converged, the residual stays zero
    have h := o2 (u2 - u1) (Submodule.sub_mem _ hu2 (m12 hu1))
    have e : A (u2 - u1) = r (k + 2) := by
      rw [map_sub, a1, a2, hz]
      abel
    rw [e] at h
    have h' : r (k + 2) = 0 := inner_self_eq_zero.1 h
    exact ⟨0, 1, 0, by norm_num, by simp [hz, h']⟩
  -- positivity: the current residual is a new Krylov direction
  have n1 : r (k + 1) ∉ krylov A r₀ (k + 1) := fun h => (hpos _ hz).ne' (o1 _ h)
  obtain ⟨c, hc⟩ := krylov_exchange (hr (k + 1)).1.mem_krylov n1 hu2
  -- the last change of the iterate is a new direction one space below
  have n0 : u0 - u1 ∉ krylov A r₀ k := by
    intro h
    have e : A (u0 - u1) = r k - r (k + 1) := by
      rw [map_sub, a0, a1]
      abel
    have h' : ⟪r k - r (k + 1), A (u0 - u1)⟫_ℝ = 0 := by
      rw [inner_sub_left, o0 _ h, o1 _ (m01 h), sub_zero]
    rw [e] at h'
    have h'' : r k = r (k + 1) := sub_eq_zero.1 (inner_self_eq_zero.1 h')
    exact n1 (h'' ▸ (hr k).1.mem_krylov)
  obtain ⟨a, ha⟩ := krylov_exchange (Submodule.sub_mem _ (m01 hu0) hu1) n0
    (Submodule.sub_mem _ hc hu1)
  obtain ⟨v, hv⟩ : ∃ v, v = u2 - c • r (k + 1) - u1 - a • (u0 - u1) := ⟨_, rfl⟩
  rw [← hv] at ha
  have ev : A v = r (k + 2) - r (k + 1) - c • A (r (k + 1)) - a • (r k - r (k + 1)) := by
    rw [hv]
    simp only [map_sub, map_smul]
    rw [a0, a1, a2]
    module
  -- the remainder `A v` is orthogonal to itself; symmetry handles the term `A r (k+1)`
  have q : ⟪A (r (k + 1)), A v⟫_ℝ = 0 := by
    rw [hA (r (k + 1)) (A v)]
    exact o1 _ (map_mem_krylov ha)
  have h : ⟪r (k + 2) - r (k + 1) - c • A (r (k + 1)) - a • (r k - r (k + 1)), A v⟫_ℝ = 0 := by
    simp only [inner_sub_left, inner_smul_left, q, o0 _ ha, o1 _ (m01 ha), o2 _ (m12 (m01 ha))]
    simp
  rw [← ev] at h
  have h0 : A v = 0 := inner_self_eq_zero.1 h
  rw [ev] at h0
  refine ⟨a, 1 - a + c, -c, by ring, ?_⟩
  linear_combination (norm := module) h0

end CropThreeVector
```

```lean
#print axioms CropThreeVector.existsUnique_isMinimalResidual
#print axioms CropThreeVector.minimalResidual_conjugate
#print axioms CropThreeVector.crop_three_vector
```

```
'CropThreeVector.existsUnique_isMinimalResidual' depends on axioms: [propext, Classical.choice, Quot.sound]
'CropThreeVector.minimalResidual_conjugate' depends on axioms: [propext, Classical.choice, Quot.sound]
'CropThreeVector.crop_three_vector' depends on axioms: [propext, Classical.choice, Quot.sound]
```

The lemma `isTrialResidual_iff` passes from polynomials to $r_0+Au$ by splitting off the constant coefficient, and returns by induction, adding one power at a time. `isMinimalResidual_iff` proves that minimality and orthogonality are equivalent. Its forward half tests one well-chosen $t$, with $\|Aw\|^2+1$ in the denominator so that $Aw=0$ needs no separate case. Existence of the minimal residual comes from projecting $r_0$ orthogonally onto $AK_k$.

In the main proof, `by_cases` separates the converged case. The facts `n1` and `n0` are the two non-membership claims in steps 1 and 2, and each feeds `krylov_exchange`, which supplies $\gamma$ and $a$. Inside the proof $\gamma$ is called `c`, whereas the coefficient `c` in the statement of the theorem is $-\gamma$. The identity for $Av$ is `ev`, and `q` is the use of symmetry. `inner_self_eq_zero` then yields $Av=0$, and `linear_combination` rearranges it into the stated relation.
